# For independent electrons, a Slater determinant of orbital eigenfunctions has constant local energy away from its nodes

A variational Monte Carlo program evaluates the local energy $(H\Psi)/\Psi$ at every sampled configuration. Its kinetic-energy routine can be tested by switching off the electron-electron repulsion and the Jastrow factor, loading orbitals that solve exactly the one-electron equation with the local potential that the program evaluates, and printing the local energy. For this non-interacting model the output must be the same number, up to rounding, at every configuration where the determinant does not vanish and no electron sits at a singular point of the potential, such as a point nucleus: the sum of the orbital energies, with one term for each electron, plus any constant, such as the repulsion between the nuclei, that the program adds. Orbitals expanded in a finite basis usually solve the equation only approximately, and the printed values then scatter even if the routine is correct.

## Electrons, orbitals and the one-electron Hamiltonian

Let $N$ electrons have positions $x_i$, and let there be equally many real orbitals $\varphi_j$. Both are labelled by the finite type `ι`. The coordinates of one electron are labelled by a finite type `d`, so a position is a function `d → ℝ` and the number of space dimensions is arbitrary. There is no spin variable: the determinant is that of electrons of one spin. If a program multiplies a determinant for spin up by one for spin down, the result applies to each factor and the two local energies add, because each one-electron Hamiltonian acts on only one of the factors.

```lean
import Mathlib

open Matrix Filter Topology

namespace SlaterLocalEnergy

noncomputable section

variable {d ι : Type*} [Fintype d] [DecidableEq d] [Fintype ι] [DecidableEq ι]
```

The Laplacian is built from second derivatives along coordinate lines. For a function $f$ of one position, a point $r$ and a coordinate $a$, the line function $s \mapsto f(r_1,\dots,s,\dots,r_d)$ has $s$ in place $a$ and the other coordinates fixed.

```lean
/-- The function `f` along the line through `r` on which only coordinate `a` varies. -/
def slice (f : (d → ℝ) → ℝ) (r : d → ℝ) (a : d) (s : ℝ) : ℝ :=
  f (Function.update r a s)
```

A second derivative at $r_a$ requires the first derivative to exist near $r_a$ and to be differentiable at $r_a$ itself. This is demanded for every coordinate $a$, and only at the point considered. An orbital may therefore have a cusp at a nucleus, provided that no electron sits exactly there. The condition has to be stated separately, because Lean's `deriv` returns zero where a derivative does not exist, and an equation written with `deriv` alone could hold by accident.

```lean
/-- At the point `r`, the function `f` is twice differentiable along every coordinate line. -/
def TwiceDiffAt (f : (d → ℝ) → ℝ) (r : d → ℝ) : Prop :=
  ∀ a, (∀ᶠ s in 𝓝 (r a), DifferentiableAt ℝ (slice f r a) s) ∧
    DifferentiableAt ℝ (deriv (slice f r a)) (r a)
```

In atomic units the one-electron Hamiltonian with a real local potential $v$ is

$$(hf)(r) = -\tfrac12\sum_a \frac{\partial^2 f}{\partial r_a^2}(r) + v(r)f(r).$$

The potential may be that of the nuclei or a fixed Kohn–Sham potential. The non-local exchange operator of Hartree–Fock theory does not have this form.

```lean
/-- The one-electron Hamiltonian `-½ ∇² + v` applied to `f`, evaluated at `r`. -/
def oneBody (v f : (d → ℝ) → ℝ) (r : d → ℝ) : ℝ :=
  -(1 / 2) * ∑ a, deriv (deriv (slice f r a)) (r a) + v r * f r
```

## The many-electron Hamiltonian and the determinant

For a function $F$ of all positions, $H = \sum_i h_i$, where $h_i$ acts on the position of electron $i$ while the others stay fixed. In the code, `Function.update x i r` is the configuration $x$ with electron $i$ moved to $r$. All electrons feel the same $v$, and there is no repulsion term.

```lean
/-- The Hamiltonian of independent electrons: the sum over electrons of the one-electron
Hamiltonian acting on that electron's position. -/
def manyBody (v : (d → ℝ) → ℝ) (F : (ι → d → ℝ) → ℝ) (x : ι → d → ℝ) : ℝ :=
  ∑ i, oneBody v (fun r => F (Function.update x i r)) (x i)
```

The Slater matrix is $M_{ij} = \varphi_j(x_i)$, with electrons as rows and orbitals as columns.

```lean
/-- The Slater matrix: row `i` holds the values of all orbitals at electron `i`. -/
def slaterMatrix (φ : ι → (d → ℝ) → ℝ) (x : ι → d → ℝ) : Matrix ι ι ℝ :=
  Matrix.of fun i j => φ j (x i)
```

Its determinant is $D(x) = \det M$. The customary prefactor $1/\sqrt{N!}$ is left out. It multiplies $D$ and $HD$ alike, so it does not affect the local energy.

```lean
/-- The (unnormalised) Slater determinant of the orbitals `φ`. -/
def slater (φ : ι → (d → ℝ) → ℝ) (x : ι → d → ℝ) : ℝ :=
  (slaterMatrix φ x).det
```

The local energy is the ratio $(HF)(x)/F(x)$.

```lean
/-- The local energy `(H F) / F` of a wave function `F`. -/
def localEnergy (v : (d → ℝ) → ℝ) (F : (ι → d → ℝ) → ℝ) (x : ι → d → ℝ) : ℝ :=
  manyBody v F x / F x
```

## The Hamiltonian acts on each orbital separately

Let $c_j$ be constants. Differentiation is linear, so along each coordinate line

$$\frac{\partial^2}{\partial r_a^2}\sum_j c_j\varphi_j = \sum_j c_j\frac{\partial^2\varphi_j}{\partial r_a^2}.$$

Summing over $a$, multiplying by $-\tfrac12$ and adding $v\sum_j c_j\varphi_j$ gives

$$h\Big(\sum_j c_j\varphi_j\Big)(r) = \sum_j c_j\,(h\varphi_j)(r).$$

One point needs care. To differentiate a second time at $r_a$, the formula for the first derivative must hold in a neighbourhood of $r_a$. Each orbital supplies such a neighbourhood, and the intersection of finitely many is again one. In the proof this is `h1`; the second differentiation is `h3`, and the closing lines exchange the sums over coordinates and orbitals.

```lean
omit [DecidableEq ι] in
/-- The one-electron Hamiltonian acts linearly on a finite combination of orbitals that are
twice differentiable at the point considered. -/
theorem oneBody_sum (v : (d → ℝ) → ℝ) {φ : ι → (d → ℝ) → ℝ} {r : d → ℝ} (c : ι → ℝ)
    (h : ∀ j, TwiceDiffAt (φ j) r) :
    oneBody v (fun q => ∑ j, φ j q * c j) r = ∑ j, oneBody v (φ j) r * c j := by
  have key : ∀ a, deriv (deriv (slice (fun q => ∑ j, φ j q * c j) r a)) (r a)
      = ∑ j, deriv (deriv (slice (φ j) r a)) (r a) * c j := by
    intro a
    -- the first derivative is needed in a whole neighbourhood
    have h1 : deriv (slice (fun q => ∑ j, φ j q * c j) r a) =ᶠ[𝓝 (r a)]
        fun s => ∑ j, deriv (slice (φ j) r a) s * c j := by
      filter_upwards [Filter.eventually_all.2 fun j => (h j a).1] with s hs
      have h2 : HasDerivAt (fun s => ∑ j, slice (φ j) r a s * c j)
          (∑ j, deriv (slice (φ j) r a) s * c j) s :=
        HasDerivAt.fun_sum fun j _ => (hs j).hasDerivAt.mul_const (c j)
      exact h2.deriv
    have h3 : HasDerivAt (fun s => ∑ j, deriv (slice (φ j) r a) s * c j)
        (∑ j, deriv (deriv (slice (φ j) r a)) (r a) * c j) (r a) :=
      HasDerivAt.fun_sum fun j _ => (h j a).2.hasDerivAt.mul_const (c j)
    rw [h1.deriv_eq]
    exact h3.deriv
  simp only [oneBody, key]
  rw [Finset.sum_comm, Finset.mul_sum, Finset.mul_sum, ← Finset.sum_add_distrib]
  refine Finset.sum_congr rfl fun j _ => ?_
  rw [← Finset.sum_mul]
  ring
```

## The determinant as a function of one electron's position

Write $A = \operatorname{adj} M$ for the adjugate, whose entry $A_{ji}$ is the cofactor of $M_{ij}$. Moving electron $i$ to $r$ replaces row $i$ of $M$ by the values $\varphi_j(r)$. Laplace expansion along that row gives

$$D(x_1,\dots,r,\dots,x_N) = \sum_j \varphi_j(r)\,A_{ji}.$$

The cofactors of row $i$ are computed from the other rows, so they do not depend on $r$ and can be taken from the original matrix. In the proof, `hM` identifies the changed row and `hadj` shows that the cofactors are unchanged.

```lean
omit [Fintype d] [DecidableEq d] in
/-- When electron `i` is moved to `r`, the Slater determinant is a linear combination of the
orbitals at `r`, with cofactors of the original Slater matrix as coefficients. -/
theorem slater_update (φ : ι → (d → ℝ) → ℝ) (x : ι → d → ℝ) (i : ι) (r : d → ℝ) :
    slater φ (Function.update x i r) = ∑ j, φ j r * (slaterMatrix φ x).adjugate j i := by
  have hM : slaterMatrix φ (Function.update x i r)
      = (slaterMatrix φ x).updateRow i (fun j => φ j r) := by
    ext k j
    by_cases hk : k = i
    · subst hk
      simp [slaterMatrix]
    · simp [slaterMatrix, Matrix.updateRow_apply, hk]
  -- cofactors along row `i` do not see the content of row `i`
  have hadj : ∀ j, ((slaterMatrix φ x).updateRow i (fun j => φ j r)).adjugate j i
      = (slaterMatrix φ x).adjugate j i := by
    intro j
    rw [Matrix.adjugate_apply, Matrix.adjugate_apply]
    congr 1
    ext k l
    by_cases hk : k = i <;> simp [Matrix.updateRow_apply, hk]
  rw [slater, hM, Matrix.det_eq_sum_mul_adjugate_row _ i]
  refine Finset.sum_congr rfl fun j _ => ?_
  rw [hadj, Matrix.updateRow_self]
```

As a function of $r$ this is a linear combination of orbitals with constant coefficients $c_j = A_{ji}$. Linearity of $h$, evaluated at $r = x_i$ and summed over electrons, yields

$$(HD)(x) = \sum_i\sum_j (h\varphi_j)(x_i)\,A_{ji}.$$

No orbital equation has been used so far: this holds for any orbitals that are twice differentiable at the electron positions.

```lean
/-- The Hamiltonian applied to a Slater determinant is obtained from the one-electron
Hamiltonian on the orbitals, contracted with the cofactors of the Slater matrix. -/
theorem manyBody_slater (v : (d → ℝ) → ℝ) {φ : ι → (d → ℝ) → ℝ} {x : ι → d → ℝ}
    (h : ∀ i j, TwiceDiffAt (φ j) (x i)) :
    manyBody v (slater φ) x
      = ∑ i, ∑ j, oneBody v (φ j) (x i) * (slaterMatrix φ x).adjugate j i := by
  unfold manyBody
  refine Finset.sum_congr rfl fun i _ => ?_
  simp only [slater_update]
  exact oneBody_sum v (fun j => (slaterMatrix φ x).adjugate j i) (h i)
```

## Orbitals mixed by a matrix

Suppose now that $h$ maps the orbitals into combinations of themselves,

$$(h\varphi_j)(x_i) = \sum_k \varphi_k(x_i)\,\varepsilon_{kj},$$

with a real matrix $\varepsilon$. This is the situation after the occupied eigenfunctions have been rotated among themselves, for instance to localise them. Then

$$(HD)(x) = \sum_{i,j,k} M_{ik}\,\varepsilon_{kj}\,A_{ji} = \operatorname{tr}(M\varepsilon A) = \operatorname{tr}(AM\varepsilon) = D(x)\operatorname{tr}\varepsilon .$$

The third equality is the cyclicity of the trace, and the last uses $AM = (\det M)\,1$. Since the adjugate is used and not the inverse, the result also holds at the nodes of $D$, where it says that $HD$ vanishes too.

In the formal proof, `htr` rewrites the double sum as a trace, and the final chain of rewrites follows the displayed equalities. The theorem concerns one configuration `x`. Constancy over many configurations follows when the same $\varepsilon$ serves for all of them.

```lean
/-- If the one-electron Hamiltonian mixes the orbitals among themselves through a matrix `ε`,
then the Hamiltonian multiplies their Slater determinant by the trace of `ε`. -/
theorem manyBody_slater_eq_trace {v : (d → ℝ) → ℝ} {φ : ι → (d → ℝ) → ℝ} {x : ι → d → ℝ}
    (h : ∀ i j, TwiceDiffAt (φ j) (x i)) (ε : Matrix ι ι ℝ)
    (hε : ∀ i j, oneBody v (φ j) (x i) = ∑ k, φ k (x i) * ε k j) :
    manyBody v (slater φ) x = ε.trace * slater φ x := by
  have htr : ∑ i, ∑ j, oneBody v (φ j) (x i) * (slaterMatrix φ x).adjugate j i
      = ((slaterMatrix φ x * ε) * (slaterMatrix φ x).adjugate).trace := by
    simp only [Matrix.trace, Matrix.diag_apply, Matrix.mul_apply, hε]
    rfl
  -- cyclicity of the trace brings the adjugate next to the Slater matrix
  rw [manyBody_slater v h, htr, Matrix.trace_mul_comm, ← Matrix.mul_assoc,
    Matrix.adjugate_mul, Matrix.smul_mul, Matrix.one_mul, Matrix.trace_smul, smul_eq_mul,
    mul_comm, slater]
```

## Orbital energies and the local energy

For eigenfunctions, $(h\varphi_j)(x_i) = e_j\varphi_j(x_i)$, the matrix $\varepsilon$ is diagonal with entries $e_j$, and its trace is their sum:

$$(HD)(x) = \Big(\sum_j e_j\Big)D(x).$$

The hypothesis `he` states the orbital equation only at the electron positions. Nothing is assumed about boundary conditions, normalisation or orthogonality, so the $e_j$ need not belong to bound states.

```lean
/-- For orbitals obeying `(-½ ∇² + v) φ_j = e_j φ_j` at the electron positions, the Hamiltonian
multiplies the Slater determinant by the sum of the orbital energies. -/
theorem manyBody_slater_eq_sum {v : (d → ℝ) → ℝ} {φ : ι → (d → ℝ) → ℝ} {x : ι → d → ℝ}
    (h : ∀ i j, TwiceDiffAt (φ j) (x i)) (e : ι → ℝ)
    (he : ∀ i j, oneBody v (φ j) (x i) = e j * φ j (x i)) :
    manyBody v (slater φ) x = (∑ j, e j) * slater φ x := by
  have key := manyBody_slater_eq_trace (v := v) h (Matrix.diagonal e) (by
    intro i j
    rw [he i j]
    simp [Matrix.diagonal_apply, mul_comm])
  rwa [Matrix.trace_diagonal] at key
```

Where $D(x)\neq 0$, division by $D(x)$ gives

$$\frac{(HD)(x)}{D(x)} = \sum_j e_j .$$

```lean
/-- For independent electrons and orbitals that solve the one-electron equation at the electron
positions, the local energy of the Slater determinant, where it is nonzero, is the sum of the
orbital energies. -/
theorem localEnergy_slater {v : (d → ℝ) → ℝ} {φ : ι → (d → ℝ) → ℝ} {x : ι → d → ℝ}
    (h : ∀ i j, TwiceDiffAt (φ j) (x i)) (e : ι → ℝ)
    (he : ∀ i j, oneBody v (φ j) (x i) = e j * φ j (x i)) (hD : slater φ x ≠ 0) :
    localEnergy v (slater φ) x = ∑ j, e j := by
  rw [localEnergy, manyBody_slater_eq_sum h e he, mul_div_cancel_right₀ _ hD]
```

If the orbital equation is given up, the constancy can fail. Polynomials make the algebra short, although they are not normalisable on the whole line and so do not describe physical states there. Take two free electrons on a line with $\varphi_1(x) = 1$ and $\varphi_2(x) = x^3$. Then $D = x_2^3 - x_1^3$ and $HD = -3(x_2 - x_1)$, so for $x_1\neq x_2$

$$\frac{HD}{D} = \frac{-3}{x_1^2 + x_1x_2 + x_2^2},$$

which varies with the configuration. The cause is that $h\varphi_2 = -3x$ is not a combination of $1$ and $x^3$. With $\varphi_2(x) = x^2$ instead, $h\varphi_2 = -1 = -\varphi_1$. This orbital is not an eigenfunction either, but the mixing matrix exists and has trace zero, and the local energy is zero at every configuration with $D\neq 0$.

## Two free electrons in sine orbitals

For a free particle on a line, take $\varphi(x) = \sin kx$ with real wave number $k$. The type `Fin 1 → ℝ` is the position space with a single coordinate, `r 0`.

```lean
/-- The sine wave of wave number `k` for one particle on a line. -/
def sineOrbital (k : ℝ) (r : Fin 1 → ℝ) : ℝ := Real.sin (k * r 0)
```

Differentiating twice gives $\varphi'' = -k^2\sin kx$, so $-\tfrac12\varphi'' = \tfrac12k^2\varphi$ and the orbital energy is $k^2/2$. For $k = 1$ and $k = 2$ the energies are $\tfrac12$ and $2$, with sum $\tfrac52$. The determinant is

$$D = \sin x_1\sin 2x_2 - \sin 2x_1\sin x_2 .$$

A configuration without special symmetry shows how the sum comes about. At $x_1 = \pi/3$, $x_2 = \pi/6$ one finds $D = \tfrac34 - \tfrac{\sqrt3}{4} \approx 0.3170$. The two kinetic terms are

$$-\tfrac12\partial_1^2D = \tfrac12\cdot\tfrac34 - 2\cdot\tfrac{\sqrt3}{4} \approx -0.4910,$$

$$-\tfrac12\partial_2^2D = 2\cdot\tfrac34 - \tfrac12\cdot\tfrac{\sqrt3}{4} \approx 1.2835 .$$

Divided by $D$, they contribute about $-1.549$ and $4.049$. Neither is an orbital energy, and one is negative, yet they add up to $2.5$. For these two orbitals, a program that prints the contributions electron by electron should therefore show them varying with the configuration while their sum stays fixed.

The formal example uses $x_1 = \pi/2$, $x_2 = \pi/4$, where $D = 1\cdot1 - 0\cdot\tfrac{\sqrt2}{2} = 1$. If the orbitals are normalised on the interval from $0$ to $\pi$ and the prefactor $1/\sqrt2$ is restored, this value becomes $\sqrt2/\pi \approx 0.450$. The theorem below establishes the differentiability and the orbital equation for every $k$ and every position, together with the value of the determinant. The assumptions of the local-energy theorem are thus met by an actual two-electron configuration away from the nodes. In the proof, `h1` and `h2` are the two differentiations, while `ha` and `hb` supply the sines of $\pi/2$ and $\pi$.

```lean
/-- Sine waves are twice differentiable and solve the free one-particle equation with energy
`k²/2`; the determinant of those with `k = 1, 2` equals 1 at the positions `π/2, π/4`. -/
theorem sineOrbital_witness :
    (∀ k r, TwiceDiffAt (sineOrbital k) r ∧
      oneBody (fun _ => 0) (sineOrbital k) r = k ^ 2 / 2 * sineOrbital k r) ∧
    slater (fun j : Fin 2 => sineOrbital (![1, 2] j))
      ![fun _ => Real.pi / 2, fun _ => Real.pi / 4] = 1 := by
  refine ⟨fun k r => ?_, ?_⟩
  · have hs : ∀ a, slice (sineOrbital k) r a = fun s => Real.sin (k * s) := by
      intro a
      obtain rfl : a = 0 := Subsingleton.elim _ _
      funext s
      simp [slice, sineOrbital]
    have h1 : ∀ s, HasDerivAt (fun s => Real.sin (k * s)) (k * Real.cos (k * s)) s := by
      intro s
      exact (((hasDerivAt_id' s).const_mul k).sin).congr_deriv (by ring)
    have h2 : ∀ s, HasDerivAt (fun s => k * Real.cos (k * s))
        (-(k ^ 2 * Real.sin (k * s))) s := by
      intro s
      exact ((((hasDerivAt_id' s).const_mul k).cos).const_mul k).congr_deriv (by ring)
    have hd1 : deriv (fun s => Real.sin (k * s)) = fun s => k * Real.cos (k * s) :=
      funext fun s => (h1 s).deriv
    have hd2 : ∀ s, deriv (fun s => k * Real.cos (k * s)) s = -(k ^ 2 * Real.sin (k * s)) :=
      fun s => (h2 s).deriv
    constructor
    · intro a
      rw [hs a, hd1]
      exact ⟨Eventually.of_forall fun s => (h1 s).differentiableAt, (h2 _).differentiableAt⟩
    · simp only [oneBody, hs, hd1, hd2]
      simp only [Finset.univ_unique, Finset.sum_singleton, Fin.default_eq_zero, sineOrbital]
      ring
  · have ha : Real.sin (2 * (Real.pi / 4)) = 1 := by
      rw [show 2 * (Real.pi / 4) = Real.pi / 2 by ring, Real.sin_pi_div_two]
    have hb : Real.sin (2 * (Real.pi / 2)) = 0 := by
      rw [show 2 * (Real.pi / 2) = Real.pi by ring, Real.sin_pi]
    rw [slater, Matrix.det_fin_two]
    simp [slaterMatrix, sineOrbital, ha, hb]

end

end SlaterLocalEnergy
```

```lean
#print axioms SlaterLocalEnergy.localEnergy_slater
-- 'SlaterLocalEnergy.localEnergy_slater' depends on axioms: [propext, Classical.choice, Quot.sound]
```
